# A Crank-Nicolson step of nonzero length with Hermitian overlap S and Hamiltonian H conserves Re⟨u, Hu⟩

In a finite basis, with ħ = 1, a Crank-Nicolson step of real length τ takes the coefficient vector u to w according to i S(w − u) = (τ/2) H(w + u). The lemma `step_conserves_hamiltonian` says that if the matrices S and H are Hermitian and τ is nonzero, then Re⟨w, Hw⟩ = Re⟨u, Hu⟩, where H is the same matrix that drives the step. The vectors need not be normalised, and these values are not divided by ⟨u, Su⟩ or ⟨w, Sw⟩; S is not assumed positive or invertible. The proof pairs the step equation with w − u and takes real parts: the overlap side vanishes because ⟨w − u, S(w − u)⟩ is real, so Re⟨w − u, H(w + u)⟩ = 0. Expanding this leaves the difference of the two expectation values, once the cross terms are cancelled using the Hermiticity of H.

An attempt in Lean 4 with a fault in it:

```lean
import Mathlib

open Matrix
open scoped ComplexOrder

namespace StepConservesHamiltonian

noncomputable section

variable {ι α : Type*} [Fintype ι] [Fintype α]

/-- The real part of the expectation value `⟨u, A u⟩`. -/
def expect (A : Matrix ι ι ℂ) (u : ι → ℂ) : ℝ := (star u ⬝ᵥ A *ᵥ u).re

/-- A Crank-Nicolson step of length `τ` from `u` to `w` with overlap `S` and Hamiltonian `H`,
in units with `ħ = 1`: `i S (w - u) = (τ/2) H (w + u)`. -/
def IsCNStep (S H : Matrix ι ι ℂ) (τ : ℝ) (u w : ι → ℂ) : Prop :=
  Complex.I • (S *ᵥ (w - u)) = ((τ / 2 : ℝ) : ℂ) • (H *ᵥ (w + u))

/-- Matrix elements of a Hermitian operator satisfy `⟨x, A y⟩ = conj ⟨y, A x⟩`. -/
theorem hermitian_swap {A : Matrix ι ι ℂ} (hA : A.IsHermitian) (x y : ι → ℂ) :
    star x ⬝ᵥ A *ᵥ y = star (star y ⬝ᵥ A *ᵥ x) := by
  simp only [dotProduct, Matrix.mulVec, Pi.star_apply, Finset.mul_sum, star_sum, star_mul',
    star_star]
  refine Finset.sum_comm.trans ?_
  refine Finset.sum_congr rfl fun j _ => Finset.sum_congr rfl fun i _ => ?_
  rw [hA.apply i j]
  ring

/-- A Crank-Nicolson step of nonzero length with Hermitian overlap and Hamiltonian conserves
the expectation value of the Hamiltonian used in the step. -/
theorem step_conserves_hamiltonian {S H : Matrix ι ι ℂ} (hS : S.IsHermitian)
    (hH : H.IsHermitian) {τ : ℝ} (hτ : τ ≠ 0) {u w : ι → ℂ} (h : IsCNStep S H τ u w) :
    expect H w = expect H u := by
  -- pair the step equation with `w - u` and take the real part
  have h1 := congrArg (fun v => (star (w - u) ⬝ᵥ v).re) h
  simp only [dotProduct_smul, smul_eq_mul, Complex.I_mul_re, Complex.re_ofReal_mul] at h1
  have h2 : (star (w - u) ⬝ᵥ S *ᵥ (w - u)).im = -(star (w - u) ⬝ᵥ S *ᵥ (w - u)).im :=
    congrArg Complex.im (hermitian_swap hS (w - u) (w - u))
  have h3 : τ / 2 * (star (w - u) ⬝ᵥ H *ᵥ (w + u)).re = 0 := by linarith
  have h4 : (star w ⬝ᵥ H *ᵥ u).re = (star u ⬝ᵥ H *ᵥ w).re :=
    congrArg Complex.re (hermitian_swap hH w u)
  have h5 := (mul_eq_zero.1 h3).resolve_left (div_ne_zero hτ two_ne_zero)
  simp only [star_sub, sub_dotProduct, Matrix.mulVec_add, dotProduct_add, Complex.add_re,
    Complex.sub_re] at h5
  unfold expect
  linarith

end

end StepConservesHamiltonian
```

Lean reports:

```
Main.lean:42:24: error: Application type mismatch: The argument
  hermitian_swap hH w u
has type
  star w ⬝ᵥ H *ᵥ u = star (star u ⬝ᵥ H *ᵥ w)
but is expected to have type
  star w ⬝ᵥ H *ᵥ u = star u ⬝ᵥ H *ᵥ w
in the application
  congrArg Complex.re (hermitian_swap hH w u)
```

Fix (accepted with no message):

```diff
@@ -40,5 +40,5 @@
   have h3 : τ / 2 * (star (w - u) ⬝ᵥ H *ᵥ (w + u)).re = 0 := by linarith
   have h4 : (star w ⬝ᵥ H *ᵥ u).re = (star u ⬝ᵥ H *ᵥ w).re :=
-    congrArg Complex.re (hermitian_swap hH w u)
+    by rw [hermitian_swap hH w u, Complex.star_def, Complex.conj_re]
   have h5 := (mul_eq_zero.1 h3).resolve_left (div_ne_zero hτ two_ne_zero)
   simp only [star_sub, sub_dotProduct, Matrix.mulVec_add, dotProduct_add, Complex.add_re,
```

Diagnosis. The error is in `h4`, which says that the cross terms ⟨w, Hu⟩ and ⟨u, Hw⟩ have equal real parts. The lemma `hermitian_swap hH w u` equates the first with the complex conjugate of the second, written with an outer `star`. From the stated goal, however, Lean took `congrArg Complex.re` to need an equality of the two complex numbers themselves, without that `star`. This is the mismatch in the message. Such an equality does not hold in general, since the imaginary parts have opposite signs; only the real parts must agree.

The repair leaves the statement of `h4` alone and replaces its proof with a chain of rewrites inside the real part. `hermitian_swap hH w u` turns the left side into the real part of the conjugate, `Complex.star_def` restates `star` on the complex numbers as the conjugation map that `Complex.conj_re` speaks of, and `Complex.conj_re` removes the conjugation, because it does not change the real part. Both sides are then identical, and `rw` closes the goal.
